# The spin–orbit sum rule for edge weights, and the 2:1 p-shell ratio for a spin-independent weight matrix

Let $X=\mathbf L\cdot\mathbf S$, in units with $\hbar=1$, act on a p shell with spin, and let $P_3$ and $P_1$ project on $j=3/2$ and $j=1/2$. For every $6\times6$ matrix $D$,

$$\mathrm{Tr}(P_3D)-2\,\mathrm{Tr}(P_1D)=2\,\mathrm{Tr}(XD).$$

If $D=A\otimes 1$, with the 1 acting on the spin, the right side vanishes and the edge weights $\mathrm{Tr}(P_3D)$ and $\mathrm{Tr}(P_1D)$ are in the ratio 2:1. Both statements are proved below for general $l$, where the ratio becomes $(l+1):l$.

In a one-electron picture of core-level absorption, with one radial function for the whole core shell, $D=T^\dagger QT$, where $T$ is the transition operator and $Q$ projects on the empty states. Apart from a constant and the photon-energy factor of the cross-section, the traces are then the energy-integrated edge intensities, and a PAW calculation can build $D$ from reconstructed matrix elements. If neither $T$ nor $Q$ acts on the spin, $D$ has the form $A\otimes1$; a spin-independent $T$ alone does not ensure this. Core-hole multiplet interactions are left out. Here $X$ acts on the core shell, not on the valence states.

```lean
import Mathlib

open Matrix Complex
open scoped Kronecker

namespace SpinOrbitEdgeRatio

noncomputable section

variable {n : Type*} [Fintype n] [DecidableEq n]
```

## Orbital and spin operators

Units are $\hbar=1$, and the indices 0, 1, 2 stand for $x,y,z$. The spin matrices $S_k$ are explicit.

```lean
/-- The three spin-1/2 matrices, in units of ħ. -/
def spin : Fin 3 → Matrix (Fin 2) (Fin 2) ℂ :=
  ![!![0, 1/2; 1/2, 0], !![0, -I/2; I/2, 0], !![1/2, 0; 0, -1/2]]
```

The orbital matrices $L_k$ enter through their commutators and $\sum_kL_k^2=l(l+1)$. The index type `n` is any finite basis, so several copies of the shell are allowed, and Hermiticity is not assumed.

```lean
/-- `L` is an orbital angular momentum of quantum number `l`: its components obey the
angular momentum commutation relations, and `L² = l(l+1)`. -/
structure IsOrbital (l : ℕ) (L : Fin 3 → Matrix n n ℂ) : Prop where
  comm_xy : L 0 * L 1 - L 1 * L 0 = I • L 2
  comm_yz : L 1 * L 2 - L 2 * L 1 = I • L 0
  comm_zx : L 2 * L 0 - L 0 * L 2 = I • L 1
  casimir : ∑ k, L k * L k = ((l : ℂ) * (l + 1)) • (1 : Matrix n n ℂ)
```

With the orbital factor first, $X=\sum_kL_k\otimes S_k$.

```lean
/-- The spin-orbit operator `X = L·S` on orbital space times spin space. -/
def spinOrbit (L : Fin 3 → Matrix n n ℂ) : Matrix (n × Fin 2) (n × Fin 2) ℂ :=
  ∑ k, L k ⊗ₖ spin k
```

The total angular momentum is $J_k=L_k\otimes1+1\otimes S_k$.

```lean
/-- The components of the total angular momentum `J = L + S`. -/
def totalJ (L : Fin 3 → Matrix n n ℂ) (k : Fin 3) : Matrix (n × Fin 2) (n × Fin 2) ℂ :=
  L k ⊗ₖ (1 : Matrix (Fin 2) (Fin 2) ℂ) + (1 : Matrix n n ℂ) ⊗ₖ spin k
```

Its square is $J^2=\sum_kJ_k^2$.

```lean
/-- The squared total angular momentum `J²`. -/
def totalJSq (L : Fin 3 → Matrix n n ℂ) : Matrix (n × Fin 2) (n × Fin 2) ℂ :=
  ∑ k, totalJ L k * totalJ L k
```

The values of $j(j+1)$ at $j=l\pm\tfrac12$ differ by $2l+1$. Interpolating between them gives

$$P_+=\frac{J^2-(l-\frac12)(l+\frac12)}{2l+1}.$$

```lean
/-- For an orbital angular momentum `l`, the projector on `j = l + 1/2`, as the polynomial in `J²`
that removes `j = l - 1/2`. -/
def upperEdge (l : ℕ) (L : Fin 3 → Matrix n n ℂ) : Matrix (n × Fin 2) (n × Fin 2) ℂ :=
  (1 / (2 * (l : ℂ) + 1)) • (totalJSq L - (((l : ℂ) - 1/2) * (l + 1/2)) • 1)
```

The complementary polynomial is

$$P_-=\frac{(l+\frac12)(l+\frac32)-J^2}{2l+1}.$$

For $l=0$ there is no lower level: $L_k=0$ and $P_-=0$.

```lean
/-- For an orbital angular momentum `l`, the projector on `j = l - 1/2`, as the polynomial in `J²`
that removes `j = l + 1/2`. -/
def lowerEdge (l : ℕ) (L : Fin 3 → Matrix n n ℂ) : Matrix (n × Fin 2) (n × Fin 2) ℂ :=
  (1 / (2 * (l : ℂ) + 1)) • ((((l : ℂ) + 1/2) * (l + 3/2)) • 1 - totalJSq L)
```

## Two identities for $\mathbf L\cdot\mathbf S$

Multiplying out the spin matrices gives $S_k^2=\tfrac14$ and $S_0S_1=\tfrac i2S_2=-S_1S_0$, with cyclic permutations. Lean checks this entry by entry.

```lean
/-- The multiplication table of the spin-1/2 matrices. -/
theorem spin_mul :
    (∀ k, spin k * spin k = (1/4 : ℂ) • 1) ∧
    spin 0 * spin 1 = (I/2) • spin 2 ∧ spin 1 * spin 0 = (-(I/2)) • spin 2 ∧
    spin 1 * spin 2 = (I/2) • spin 0 ∧ spin 2 * spin 1 = (-(I/2)) • spin 0 ∧
    spin 2 * spin 0 = (I/2) • spin 1 ∧ spin 0 * spin 2 = (-(I/2)) • spin 1 := by
  refine ⟨fun k => ?_, ?_, ?_, ?_, ?_, ?_, ?_⟩
  · fin_cases k <;> ext i j <;> fin_cases i <;> fin_cases j <;>
      simp [spin, Matrix.mul_apply, Fin.sum_univ_succ, Complex.ext_iff] <;> norm_num
  all_goals
    ext i j
    fin_cases i <;> fin_cases j <;>
      simp [spin, Matrix.mul_apply, Fin.sum_univ_succ, Complex.ext_iff] <;> norm_num
```

Each square expands as $J_k^2=L_k^2\otimes1+2L_k\otimes S_k+\tfrac14$, which is `hk` in the proof. Summing over $k$ gives

$$J^2=l(l+1)+\tfrac34+2X.$$

The step `linear_combination (norm := module)` inserts the value of $L^2$ and compares coefficients.

```lean
/-- For an orbital angular momentum `l`, `J² = l(l+1) + 3/4 + 2 L·S`. -/
theorem totalJSq_eq {l : ℕ} {L : Fin 3 → Matrix n n ℂ} (h : IsOrbital l L) :
    totalJSq L = ((l : ℂ) * (l + 1) + 3/4) • 1 + (2 : ℂ) • spinOrbit L := by
  have hk : ∀ k, totalJ L k * totalJ L k =
      (L k * L k) ⊗ₖ (1 : Matrix (Fin 2) (Fin 2) ℂ) + (2 : ℂ) • (L k ⊗ₖ spin k)
        + (1/4 : ℂ) • 1 := by
    intro k
    simp only [totalJ, add_mul, mul_add, ← Matrix.mul_kronecker_mul, one_mul, mul_one,
      spin_mul.1 k, Matrix.kronecker_smul, Matrix.one_kronecker_one]
    module
  have hc := congrArg (fun M => M ⊗ₖ (1 : Matrix (Fin 2) (Fin 2) ℂ)) h.casimir
  simp only [Fin.sum_univ_three, Matrix.add_kronecker, Matrix.smul_kronecker,
    Matrix.one_kronecker_one] at hc
  simp only [totalJSq, spinOrbit, hk, Fin.sum_univ_three]
  linear_combination (norm := module) hc
```

In $X^2$, the diagonal products give $l(l+1)/4$. The others combine into commutators:

$$\tfrac i2[L_0,L_1]\otimes S_2+\text{cyclic}=-\tfrac12X.$$

Hence $X^2=l(l+1)/4-X/2$. The lemma `key` handles one commutator, and `k1`, `k2`, `k3` are its three uses.

```lean
/-- For an orbital angular momentum `l`, `X = L·S` obeys `X² = l(l+1)/4 - X/2`. -/
theorem spinOrbit_sq {l : ℕ} {L : Fin 3 → Matrix n n ℂ} (h : IsOrbital l L) :
    spinOrbit L * spinOrbit L =
      ((l : ℂ) * (l + 1) / 4) • 1 - (1/2 : ℂ) • spinOrbit L := by
  have hc := congrArg (fun M => M ⊗ₖ (1 : Matrix (Fin 2) (Fin 2) ℂ)) h.casimir
  simp only [Fin.sum_univ_three, Matrix.add_kronecker, Matrix.smul_kronecker,
    Matrix.one_kronecker_one] at hc
  -- an orbital commutator meets the factor i/2 of the spin product
  have key : ∀ (A B C : Matrix n n ℂ) (T : Matrix (Fin 2) (Fin 2) ℂ), A - B = I • C →
      (I/2) • (A ⊗ₖ T) = (-1/2 : ℂ) • (C ⊗ₖ T) + (I/2) • (B ⊗ₖ T) := by
    intro A B C T hABC
    have hI : I / 2 * I = -1/2 := by linear_combination (1/2 : ℂ) * I_mul_I
    rw [sub_eq_iff_eq_add.mp hABC, Matrix.add_kronecker, Matrix.smul_kronecker, smul_add,
      smul_smul, hI]
  have k1 := key _ _ _ (spin 2) h.comm_xy
  have k2 := key _ _ _ (spin 0) h.comm_yz
  have k3 := key _ _ _ (spin 1) h.comm_zx
  obtain ⟨s, s01, s10, s12, s21, s20, s02⟩ := spin_mul
  simp only [spinOrbit, Fin.sum_univ_three, add_mul, mul_add, ← Matrix.mul_kronecker_mul,
    s, s01, s10, s12, s21, s20, s02, Matrix.kronecker_smul]
  linear_combination (norm := module) (1/4 : ℂ) • hc + k1 + k2 + k3
```

## The edge projectors

The definitions give $P_++P_-=1$ and

$$J^2=(l+\tfrac12)(l+\tfrac32)P_++(l-\tfrac12)(l+\tfrac12)P_-.$$

Inserting $J^2$ in terms of $X$ gives

$$(2l+1)^2P_+P_-=(l+1+2X)(l-2X)=l(l+1)-2X-4X^2=0.$$

Multiplying $P_++P_-=1$ by $P_+$ from the left, or by $P_-$ from the right, then shows that each is idempotent.

```lean
/-- For an orbital angular momentum `l`, the two edge projectors are complementary
idempotents, and `J²` is the sum of `j(j+1)` times the projector over `j = l ± 1/2`. -/
theorem edge_spectral {l : ℕ} {L : Fin 3 → Matrix n n ℂ} (h : IsOrbital l L) :
    upperEdge l L + lowerEdge l L = 1 ∧
    totalJSq L = (((l : ℂ) + 1/2) * (l + 3/2)) • upperEdge l L
      + (((l : ℂ) - 1/2) * (l + 1/2)) • lowerEdge l L ∧
    upperEdge l L * lowerEdge l L = 0 ∧
    upperEdge l L * upperEdge l L = upperEdge l L ∧
    lowerEdge l L * lowerEdge l L = lowerEdge l L := by
  have hl : 2 * (l : ℂ) + 1 ≠ 0 := by exact_mod_cast (by omega : 2 * l + 1 ≠ 0)
  have hc : 1 / (2 * (l : ℂ) + 1) * (2 * l + 1) = 1 := one_div_mul_cancel hl
  have hsum : upperEdge l L + lowerEdge l L = 1 := by
    simp only [upperEdge, lowerEdge]
    linear_combination (norm := module) hc • (1 : Matrix (n × Fin 2) (n × Fin 2) ℂ)
  -- the quadratic equation for L·S makes the product of the projectors vanish
  have hprod : upperEdge l L * lowerEdge l L = 0 := by
    simp only [upperEdge, lowerEdge, totalJSq_eq h, smul_mul_assoc, mul_smul_comm, add_mul,
      mul_add, sub_mul, mul_sub, one_mul, mul_one, spinOrbit_sq h]
    module
  refine ⟨hsum, ?_, hprod, ?_, ?_⟩
  · simp only [upperEdge, lowerEdge]
    linear_combination (norm := module) hc.symm • totalJSq L
  · have e := congrArg (fun M => upperEdge l L * M) hsum
    simpa only [mul_add, hprod, add_zero, mul_one] using e
  · have e := congrArg (fun M => M * lowerEdge l L) hsum
    simpa only [add_mul, hprod, zero_add, one_mul] using e
```

## The sum rule and the branching ratio

Write the constant in $J^2=l(l+1)+\tfrac34+2X$ as a multiple of $P_++P_-$ and subtract it from the spectral form:

$$lP_+-(l+1)P_-=2X.$$

Multiplying by $D$ and taking the trace gives the sum rule. $D$ is an arbitrary complex matrix.

```lean
/-- Spin-orbit sum rule: for an orbital angular momentum `l` and every matrix `D`, the edge
weights obey `l Tr(P₊D) - (l+1) Tr(P₋D) = 2 Tr(L·S D)`. -/
theorem edge_sum_rule {l : ℕ} {L : Fin 3 → Matrix n n ℂ} (h : IsOrbital l L)
    (D : Matrix (n × Fin 2) (n × Fin 2) ℂ) :
    (l : ℂ) * trace (upperEdge l L * D) - (l + 1) * trace (lowerEdge l L * D)
      = 2 * trace (spinOrbit L * D) := by
  obtain ⟨hsum, hJ, -⟩ := edge_spectral h
  -- compare the two expressions for J²
  have e : (l : ℂ) • upperEdge l L - ((l : ℂ) + 1) • lowerEdge l L
      = (2 : ℂ) • spinOrbit L := by
    linear_combination (norm := module)
      totalJSq_eq h - hJ - ((l : ℂ) * (l + 1) + 3/4) • hsum
  have t := congrArg (fun M => trace (M * D)) e
  simpa only [sub_mul, smul_mul_assoc, trace_sub, trace_smul, smul_eq_mul] using t
```

The commutators alone do not suffice for this rule. Take $l=1$ with the $1\times1$ matrices $L_k=0$, which satisfy them but have $L^2=0$ instead of 2. Then $X=0$, $P_+=0$ and $P_-=1$, so the rule would read $-2\,\mathrm{Tr}D=0$, which is false for $D=1$.

Let $I_\pm=\mathrm{Tr}(P_\pm D)$. Since $I_++I_-=\mathrm{Tr}D$, eliminating $I_-$ gives, for $\mathrm{Tr}D\ne0$,

$$\frac{I_+}{I_++I_-}=\frac{l+1}{2l+1}+\frac{2\,\mathrm{Tr}(XD)}{(2l+1)\,\mathrm{Tr}D}.$$

```lean
/-- For an orbital angular momentum `l` and `Tr D ≠ 0`, the branching ratio is the statistical
value `(l+1)/(2l+1)` plus a term proportional to the mean of `L·S`. -/
theorem branching_ratio {l : ℕ} {L : Fin 3 → Matrix n n ℂ} (h : IsOrbital l L)
    (D : Matrix (n × Fin 2) (n × Fin 2) ℂ) (hD : trace D ≠ 0) :
    trace (upperEdge l L * D) / (trace (upperEdge l L * D) + trace (lowerEdge l L * D))
      = ((l : ℂ) + 1) / (2 * l + 1)
        + 2 * trace (spinOrbit L * D) / ((2 * l + 1) * trace D) := by
  have hl : 2 * (l : ℂ) + 1 ≠ 0 := by exact_mod_cast (by omega : 2 * l + 1 ≠ 0)
  have hs : trace (upperEdge l L * D) + trace (lowerEdge l L * D) = trace D := by
    rw [← trace_add, ← add_mul, (edge_spectral h).1, one_mul]
  rw [hs, div_add_div _ _ hl (mul_ne_zero hl hD),
    div_eq_div_iff hD (mul_ne_zero hl (mul_ne_zero hl hD))]
  linear_combination ((2 * (l : ℂ) + 1) * trace D) *
    (edge_sum_rule h D + ((l : ℂ) + 1) * hs)
```

For $D=A\otimes1$ the trace factorises:

$$\mathrm{Tr}(XD)=\sum_k\mathrm{Tr}(L_kA)\,\mathrm{Tr}S_k=0.$$

Therefore $l\,I_+=(l+1)\,I_-$. This product form also holds when both weights vanish.

```lean
/-- For an orbital angular momentum `l` and a spin-independent matrix `D = A ⊗ 1`, the edge
weights stand in the statistical ratio `(l+1) : l`. -/
theorem statistical_ratio {l : ℕ} {L : Fin 3 → Matrix n n ℂ} (h : IsOrbital l L)
    (A : Matrix n n ℂ) :
    (l : ℂ) * trace (upperEdge l L * (A ⊗ₖ (1 : Matrix (Fin 2) (Fin 2) ℂ)))
      = (l + 1) * trace (lowerEdge l L * (A ⊗ₖ (1 : Matrix (Fin 2) (Fin 2) ℂ))) := by
  -- each spin matrix is traceless, so the mean of L·S vanishes
  have hS : ∀ k, trace (spin k) = 0 := by
    intro k
    fin_cases k <;> simp [spin, Matrix.trace_fin_two]
    ring
  have hX : trace (spinOrbit L * (A ⊗ₖ (1 : Matrix (Fin 2) (Fin 2) ℂ))) = 0 := by
    simp only [spinOrbit, Finset.sum_mul, trace_sum, ← Matrix.mul_kronecker_mul,
      Matrix.trace_kronecker, mul_one, hS, mul_zero, Finset.sum_const_zero]
  linear_combination edge_sum_rule h (A ⊗ₖ (1 : Matrix (Fin 2) (Fin 2) ℂ)) + 2 * hX
```

## The p shell

In the basis $p_x,p_y,p_z$ the orbital matrices have entries $(L_k)_{ab}=-i\epsilon_{kab}$, where $\epsilon$ is the antisymmetric symbol.

```lean
/-- The orbital angular momentum matrices of a p shell in the basis `p_x, p_y, p_z`. -/
def pShell : Fin 3 → Matrix (Fin 3) (Fin 3) ℂ :=
  ![!![0, 0, 0; 0, 0, -I; 0, I, 0], !![0, 0, I; 0, 0, 0; -I, 0, 0],
    !![0, -I, 0; I, 0, 0; 0, 0, 0]]
```

Direct multiplication confirms the commutators and $L^2=2$.

```lean
/-- The p-shell matrices are an orbital angular momentum with `l = 1`. -/
theorem pShell_witness : IsOrbital 1 pShell := by
  constructor <;> ext i j <;> fin_cases i <;> fin_cases j <;>
    simp [pShell, Fin.sum_univ_succ]
```

Setting $l=1$, $P_3=P_+$ and $P_1=P_-$ gives the two opening statements.

```lean
/-- For a p shell, `Tr(P₃D) - 2 Tr(P₁D) = 2 Tr(L·S D)` for every `D`, where `P₃` and `P₁`
project on `j = 3/2` and `j = 1/2`; for `D = A ⊗ 1` the edge weights are in the ratio 2:1. -/
theorem pShell_edges :
    (∀ D, trace (upperEdge 1 pShell * D) - 2 * trace (lowerEdge 1 pShell * D)
      = 2 * trace (spinOrbit pShell * D)) ∧
    ∀ A : Matrix (Fin 3) (Fin 3) ℂ,
      trace (upperEdge 1 pShell * (A ⊗ₖ (1 : Matrix (Fin 2) (Fin 2) ℂ)))
        = 2 * trace (lowerEdge 1 pShell * (A ⊗ₖ (1 : Matrix (Fin 2) (Fin 2) ℂ))) := by
  constructor
  · intro D
    have e := edge_sum_rule pShell_witness D
    rw [Nat.cast_one] at e
    linear_combination e
  · intro A
    have e := statistical_ratio pShell_witness A
    rw [Nat.cast_one] at e
    linear_combination e

end

end SpinOrbitEdgeRatio
```

```lean
#print axioms SpinOrbitEdgeRatio.edge_sum_rule
-- 'SpinOrbitEdgeRatio.edge_sum_rule' depends on axioms: [propext, Classical.choice, Quot.sound]
#print axioms SpinOrbitEdgeRatio.branching_ratio
-- 'SpinOrbitEdgeRatio.branching_ratio' depends on axioms: [propext, Classical.choice, Quot.sound]
#print axioms SpinOrbitEdgeRatio.pShell_edges
-- 'SpinOrbitEdgeRatio.pShell_edges' depends on axioms: [propext, Classical.choice, Quot.sound]
```

## One orbital, two spins

Take the normalised orbital $(p_x+ip_y)/\sqrt2$, which has $L_2=1$, and let $D$ project on it with spin up or down. The mean of $X$ is $\pm\tfrac12$, and $P_3=(2+2X)/3$.

| $D$ | $\mathrm{Tr}(P_3D)$ | $\mathrm{Tr}(P_1D)$ | $2\,\mathrm{Tr}(XD)$ |
|---|---|---|---|
| spin up | $1$ | $0$ | $1$ |
| spin down | $1/3$ | $2/3$ | $-1$ |
| sum | $4/3$ | $2/3$ | $0$ |

Each row obeys the sum rule. The last row has the form $A\otimes1$ and shows the ratio 2:1.
